# For positive definite matrices, the sum of normal-mode frequencies is jointly concave in inverse mass and stiffness

## Can the frequency sum of an averaged problem be bounded by averaging?

Without a known sign for the curvature, the average of the frequency sums of two random-phase-approximation (RPA) problems is not known to bound the sum of the averaged problem: the true value could lie on either side. Single frequencies are not reassuring. Take unit masses and stiffness matrices $\mathrm{diag}(9,1)$ and $\mathrm{diag}(1,9)$. Each has highest frequency 3, but their average $\mathrm{diag}(5,5)$ has highest frequency $\sqrt5\approx2.24$. If I average the inverse mass matrix as well, the product that fixes the frequencies becomes quadratic in the mixing weight, and the matrices need not commute. Why should the sum behave any better?

## The sum is a minimum of linear functions

When inverse masses and stiffnesses are averaged, the frequency sum of the averaged problem is never below the average of the two sums, provided all the matrices are positive definite.

Consider $H=\tfrac12 p^{\mathsf T}Mp+\tfrac12 x^{\mathsf T}Kx$. Here $M$ is the *inverse* mass matrix and $K$ the stiffness. The equations of motion give $\ddot p=-KMp$, so the squared frequencies are the eigenvalues of $KM$. Let $S(M,K)$ be the sum of their positive square roots; with $\hbar=1$ the zero-point energy is $S/2$. In RPA with real orbitals, $M=A-B$ and $K=A+B$, where $A$ couples particle–hole excitations with one another and $B$ couples them with de-excitations.

**Normal modes.** Factor $M=CC^{\mathsf T}$ and set $E=(C^{\mathsf T})^{-1}$. The matrix $C^{\mathsf T}KC$ is positive definite, so it equals $VD^4V^{\mathsf T}$ with $V$ orthogonal and $D=\mathrm{diag}(d_i)$, $d_i>0$. Put $\omega_i=d_i^2$, $W=D^2$, $T=CVD^{-1}$ and $P=EVD$. Then

$$T^{\mathsf T}P=D^{-1}V^{\mathsf T}C^{\mathsf T}EVD=1,\qquad TWT^{\mathsf T}=CC^{\mathsf T}=M,$$
$$PWP^{\mathsf T}=EVD^4V^{\mathsf T}E^{\mathsf T}=EC^{\mathsf T}KCE^{\mathsf T}=K.$$

Since $P^{\mathsf T}T=1$ too, $KM=PW^2T^{\mathsf T}=PW^2P^{-1}$. Its eigenvalues are $\omega_i^2$, and $S=\sum_i\omega_i$.

**A variational bound.** For square matrices with $R^{\mathsf T}Q=1$, define the trial value

$$\tau(M,K;R,Q)=\tfrac12\left[\mathrm{tr}(R^{\mathsf T}MR)+\mathrm{tr}(Q^{\mathsf T}KQ)\right].$$

Let $a=R^{\mathsf T}T$ and $b=Q^{\mathsf T}P$. Because $RQ^{\mathsf T}=1$, we have $a^{\mathsf T}b=T^{\mathsf T}P=1$, so $\sum_j a_{ji}b_{ji}=1$ for each mode $i$. Hence

$$0\le\sum_j(a_{ji}-b_{ji})^2=\sum_j(a_{ji}^2+b_{ji}^2)-2,$$
$$\tau=\tfrac12\sum_i\omega_i\sum_j(a_{ji}^2+b_{ji}^2)\ \ge\ \sum_i\omega_i=S.$$

The choice $R=P$, $Q=T$ turns both transformed matrices into $W$, so it gives $\tau=S$.

**Concavity.** Let $(M,K)=t(M_1,K_1)+(1-t)(M_2,K_2)$ with $0\le t\le1$, and let $R,Q$ be optimal for this mixture. Since $\tau$ is linear in the pair,

$$S(M,K)=t\,\tau(M_1,K_1;R,Q)+(1-t)\,\tau(M_2,K_2;R,Q)\ge t\,S(M_1,K_1)+(1-t)\,S(M_2,K_2).$$

In the opening example the sum rises from 4 to $2\sqrt5\approx4.47$, although the top frequency falls.

For one oscillator, $S=\sqrt{km}$ with $m$ the inverse mass, and the bound is $\tfrac12(mr^2+k/r^2)\ge\sqrt{km}$: the arithmetic–geometric mean inequality.

**The RPA energy.** The direct-RPA plasmon formula is $E_c=\tfrac12[S(A-B,A+B)-\mathrm{tr}A]$. Let $A\pm B$ be positive definite. Taking $R=Q=1$ gives $\tau=\mathrm{tr}A$, hence $E_c\le0$. Subtracting a linear trace preserves concavity, so $E_c$ is jointly concave in $(A,B)$ on this domain. For a finite direct-RPA problem with fixed orbitals and orbital energies, $A=\Delta+\lambda J$ and $B=\lambda J$, where $\Delta$ is the diagonal matrix of orbital-energy differences, $J$ the Coulomb matrix between excitations and $\lambda$ the coupling strength. Both are affine in $\lambda$, so $E_c$ is concave along that path if $A\pm B$ are positive definite at both ends.

## What the Lean statements say

In `modeSum_jointly_concave`, the index type `n` is any finite set of coordinates or, for RPA, of particle–hole excitations. `modeSum M K` is $S$: it takes the real roots of the characteristic polynomial of `K * M`, with multiplicity, and adds their square roots. `trialSum` is $\tau$, and `t • M₁` is scalar multiplication.

`PosDef` includes symmetry. Physically it is a stability assumption: the kinetic energy is positive for every nonzero momentum and the potential energy for every nonzero displacement, so the frequencies are real and positive. It is assumed for both end pairs and derived for the mixture. A free molecule, which can be translated at no cost in energy, has a singular $K$ and is outside the theorems; since $S$ is continuous, the inequality carries over to it as a limit, but that is not proved here. For an unstable pair, `modeSum` omits complex roots and counts negative ones as zero, so it should not be read as a frequency sum there.

`rpaCorrelation` takes the plasmon formula as its definition; no many-body derivation is involved. The theorems mix matrices linearly in a common basis. A change of molecular geometry or of self-consistent orbitals generally does not do that, so concavity along such a path does not follow.

```lean
import Mathlib

open Matrix

namespace RPAJointConcavity

noncomputable section

variable {n : Type*} [Fintype n] [DecidableEq n]

/-- The sum of the square roots of the real eigenvalues of `K M`, counted with algebraic
multiplicity. For positive definite inverse mass `M` and stiffness `K` this is the sum of the mode
frequencies. -/
def modeSum (M K : Matrix n n ℝ) : ℝ :=
  ((K * M).charpoly.roots.map Real.sqrt).sum

/-- Half the sum of the traces of `M` and `K` after transformation with trial matrices
`R` and `Q`. -/
def trialSum (M K R Q : Matrix n n ℝ) : ℝ :=
  ((Rᵀ * M * R).trace + (Qᵀ * K * Q).trace) / 2

/-- A positive definite real matrix is diagonalised by an orthogonal matrix, with positive
eigenvalues, written here as fourth powers. -/
theorem exists_orthogonal_diagonal {A : Matrix n n ℝ} (hA : A.PosDef) :
    ∃ (U : Matrix n n ℝ) (d : n → ℝ), (∀ i, 0 < d i) ∧ Uᵀ * U = 1 ∧
      A = U * diagonal (fun i => d i ^ 4) * Uᵀ := by
  have hs := hA.isHermitian.spectral_theorem
  rw [Unitary.conjStarAlgAut_apply] at hs
  refine ⟨(hA.isHermitian.eigenvectorUnitary : Matrix n n ℝ),
    fun i => √(√(hA.isHermitian.eigenvalues i)),
    fun i => Real.sqrt_pos.2 (Real.sqrt_pos.2 (hA.eigenvalues_pos i)), ?_, ?_⟩
  · exact Unitary.coe_star_mul_self hA.isHermitian.eigenvectorUnitary
  · have h4 : (fun i => √(√(hA.isHermitian.eigenvalues i)) ^ 4)
        = (RCLike.ofReal ∘ hA.isHermitian.eigenvalues : n → ℝ) := by
      funext i
      have h0 := (hA.eigenvalues_pos i).le
      have h1 : √(√(hA.isHermitian.eigenvalues i)) ^ 4
          = (√(√(hA.isHermitian.eigenvalues i)) ^ 2) ^ 2 := by ring
      rw [h1, Real.sq_sqrt (Real.sqrt_nonneg _), Real.sq_sqrt h0]
      rfl
    rw [h4]
    exact hs

/-- Normal modes: positive definite `M` and `K` are brought to the same positive diagonal
matrix of frequencies by mutually dual sets of coordinates. -/
theorem exists_normal_modes {M K : Matrix n n ℝ} (hM : M.PosDef) (hK : K.PosDef) :
    ∃ (T P : Matrix n n ℝ) (ω : n → ℝ), (∀ i, 0 < ω i) ∧ Tᵀ * P = 1 ∧
      M = T * diagonal ω * Tᵀ ∧ K = P * diagonal ω * Pᵀ := by
  -- factor M = C Cᵀ, with E the inverse transpose of C
  obtain ⟨C, E, hCE, hMC⟩ : ∃ C E : Matrix n n ℝ, Cᵀ * E = 1 ∧ M = C * Cᵀ := by
    obtain ⟨U, c, hc, hU, hMU⟩ := exists_orthogonal_diagonal hM
    refine ⟨U * diagonal (fun i => c i ^ 2), U * diagonal (fun i => (c i ^ 2)⁻¹), ?_, ?_⟩
    · rw [transpose_mul, diagonal_transpose, Matrix.mul_assoc, ← Matrix.mul_assoc Uᵀ, hU,
        Matrix.one_mul, diagonal_mul_diagonal, ← diagonal_one]
      congr 1
      funext i
      exact mul_inv_cancel₀ (pow_ne_zero 2 (hc i).ne')
    · rw [transpose_mul, diagonal_transpose, Matrix.mul_assoc, ← Matrix.mul_assoc (diagonal _),
        diagonal_mul_diagonal, ← Matrix.mul_assoc, hMU]
      congr 3
      funext i
      ring
  have hEC : E * Cᵀ = 1 := mul_eq_one_comm.1 hCE
  have hCE' : C * Eᵀ = 1 := by simpa using congrArg transpose hEC
  have hinj : Function.Injective C.mulVec := by
    intro x y h
    have h' := congrArg (fun v => Eᵀ *ᵥ v) h
    simpa [Matrix.mulVec_mulVec, mul_eq_one_comm.1 hCE'] using h'
  have hN : (Cᵀ * K * C).PosDef := hK.conjTranspose_mul_mul_same hinj
  -- diagonalise the stiffness in mass-weighted coordinates
  obtain ⟨V, d, hd, hV, hNV⟩ := exists_orthogonal_diagonal hN
  have hV' : V * Vᵀ = 1 := mul_eq_one_comm.1 hV
  refine ⟨C * V * diagonal (fun i => (d i)⁻¹), E * V * diagonal d, fun i => d i ^ 2,
    fun i => pow_pos (hd i) 2, ?_, ?_, ?_⟩
  · have h1 : diagonal (fun i => (d i)⁻¹) * diagonal d = 1 := by
      rw [diagonal_mul_diagonal, ← diagonal_one]
      congr 1
      funext i
      exact inv_mul_cancel₀ (hd i).ne'
    simp only [transpose_mul, diagonal_transpose]
    calc _ = diagonal (fun i => (d i)⁻¹) * (Vᵀ * (Cᵀ * E) * V) * diagonal d := by
          simp only [Matrix.mul_assoc]
      _ = 1 := by rw [hCE, Matrix.mul_one, hV, Matrix.mul_one, h1]
  · have h1 : diagonal (fun i => (d i)⁻¹) * diagonal (fun i => d i ^ 2)
        * diagonal (fun i => (d i)⁻¹) = 1 := by
      rw [diagonal_mul_diagonal, diagonal_mul_diagonal, ← diagonal_one]
      congr 1
      funext i
      have := (hd i).ne'
      field_simp
    simp only [transpose_mul, diagonal_transpose]
    symm
    calc _ = C * (V * (diagonal (fun i => (d i)⁻¹) * diagonal (fun i => d i ^ 2)
            * diagonal (fun i => (d i)⁻¹)) * Vᵀ) * Cᵀ := by simp only [Matrix.mul_assoc]
      _ = M := by rw [h1, Matrix.mul_one, hV', Matrix.mul_one, hMC]
  · have h1 : diagonal d * diagonal (fun i => d i ^ 2) * diagonal d
        = diagonal (fun i => d i ^ 4) := by
      rw [diagonal_mul_diagonal, diagonal_mul_diagonal]
      congr 1
      funext i
      ring
    simp only [transpose_mul, diagonal_transpose]
    symm
    calc _ = E * (V * (diagonal d * diagonal (fun i => d i ^ 2) * diagonal d) * Vᵀ) * Eᵀ := by
          simp only [Matrix.mul_assoc]
      _ = (E * Cᵀ) * K * (C * Eᵀ) := by rw [h1, ← hNV]; simp only [Matrix.mul_assoc]
      _ = K := by rw [hEC, hCE', Matrix.one_mul, Matrix.mul_one]

/-- In normal modes with nonnegative frequencies `ω`, the mode sum is the sum of the `ω`. -/
theorem modeSum_normal_modes {T P : Matrix n n ℝ} {ω : n → ℝ} (hω : ∀ i, 0 ≤ ω i)
    (h : Tᵀ * P = 1) :
    modeSum (T * diagonal ω * Tᵀ) (P * diagonal ω * Pᵀ) = ∑ i, ω i := by
  have h' : Pᵀ * T = 1 := by simpa using congrArg transpose h
  have hKM : P * diagonal ω * Pᵀ * (T * diagonal ω * Tᵀ)
      = P * (diagonal ω * diagonal ω * Tᵀ) := by
    calc _ = P * diagonal ω * (Pᵀ * T) * diagonal ω * Tᵀ := by simp only [Matrix.mul_assoc]
      _ = _ := by rw [h', Matrix.mul_one]; simp only [Matrix.mul_assoc]
  have hchar : (diagonal (fun i => ω i * ω i)).charpoly
      = ((Finset.univ.val.map (fun i => ω i * ω i)).map
          (fun a => Polynomial.X - Polynomial.C a)).prod := by
    have hd : (diagonal (fun i => ω i * ω i)).charmatrix
        = diagonal (fun i => Polynomial.X - Polynomial.C (ω i * ω i)) := by
      ext1 i j
      by_cases hij : i = j
      · subst hij
        rw [charmatrix_apply_eq, diagonal_apply_eq, diagonal_apply_eq]
      · rw [charmatrix_apply_ne _ _ _ hij, diagonal_apply_ne _ hij, diagonal_apply_ne _ hij,
          Polynomial.C_0, neg_zero]
    rw [Matrix.charpoly, hd, det_diagonal, Multiset.map_map]
    rfl
  -- K M is similar to the diagonal matrix of squared frequencies
  rw [modeSum, hKM, Matrix.charpoly_mul_comm, Matrix.mul_assoc, h, Matrix.mul_one,
    diagonal_mul_diagonal, hchar, Polynomial.roots_multiset_prod_X_sub_C, Multiset.map_map]
  exact Finset.sum_congr rfl fun i _ => Real.sqrt_mul_self (hω i)

/-- Variational bound: for positive definite `M` and `K`, any dual pair of trial matrices
gives a trial value no smaller than the mode sum. -/
theorem modeSum_le_trialSum {M K R Q : Matrix n n ℝ} (hM : M.PosDef) (hK : K.PosDef)
    (hRQ : Rᵀ * Q = 1) : modeSum M K ≤ trialSum M K R Q := by
  obtain ⟨T, P, ω, hω, hTP, rfl, rfl⟩ := exists_normal_modes hM hK
  rw [modeSum_normal_modes (fun i => (hω i).le) hTP]
  have htr : ∀ A : Matrix n n ℝ,
      (A * diagonal ω * Aᵀ).trace = ∑ i, ω i * ∑ j, A j i ^ 2 := by
    intro A
    have he : ∀ j, (A * diagonal ω * Aᵀ) j j = ∑ i, ω i * A j i ^ 2 := by
      intro j
      rw [Matrix.mul_apply]
      refine Finset.sum_congr rfl fun i _ => ?_
      rw [mul_diagonal, transpose_apply]
      ring
    simp only [Matrix.trace, Matrix.diag_apply, he, Finset.mul_sum]
    exact Finset.sum_comm
  have hR : Rᵀ * (T * diagonal ω * Tᵀ) * R = (Rᵀ * T) * diagonal ω * (Rᵀ * T)ᵀ := by
    simp only [transpose_mul, transpose_transpose, Matrix.mul_assoc]
  have hQ : Qᵀ * (P * diagonal ω * Pᵀ) * Q = (Qᵀ * P) * diagonal ω * (Qᵀ * P)ᵀ := by
    simp only [transpose_mul, transpose_transpose, Matrix.mul_assoc]
  have hRQ' : R * Qᵀ = 1 :=
    mul_eq_one_comm.1 (by simpa using congrArg transpose hRQ)
  have hAB : (Rᵀ * T)ᵀ * (Qᵀ * P) = 1 := by
    calc _ = Tᵀ * (R * Qᵀ) * P := by
          simp only [transpose_mul, transpose_transpose, Matrix.mul_assoc]
      _ = 1 := by rw [hRQ', Matrix.mul_one, hTP]
  rw [trialSum, hR, hQ, htr, htr]
  generalize Rᵀ * T = A at hAB ⊢
  generalize Qᵀ * P = B at hAB ⊢
  rw [le_div_iff₀ (by norm_num), Finset.sum_mul, ← Finset.sum_add_distrib]
  refine Finset.sum_le_sum fun i _ => ?_
  -- for each mode, |a - b|² ≥ 0 with a · b = 1
  have h1 : ∑ j, A j i * B j i = 1 := by
    have h := congrFun (congrFun hAB i) i
    simpa [Matrix.mul_apply] using h
  have h2 : 0 ≤ ∑ j, (A j i - B j i) ^ 2 := Finset.sum_nonneg fun j _ => sq_nonneg _
  have h3 : ∑ j, (A j i - B j i) ^ 2
      = ∑ j, A j i ^ 2 + ∑ j, B j i ^ 2 - 2 * ∑ j, A j i * B j i := by
    rw [Finset.mul_sum, ← Finset.sum_add_distrib, ← Finset.sum_sub_distrib]
    exact Finset.sum_congr rfl fun j _ => by ring
  have h4 : 2 ≤ ∑ j, A j i ^ 2 + ∑ j, B j i ^ 2 := by linarith
  nlinarith [mul_le_mul_of_nonneg_left h4 (hω i).le]

/-- For positive definite `M` and `K` the variational bound is attained by some dual pair of
trial matrices. -/
theorem exists_trialSum_eq {M K : Matrix n n ℝ} (hM : M.PosDef) (hK : K.PosDef) :
    ∃ R Q : Matrix n n ℝ, Rᵀ * Q = 1 ∧ trialSum M K R Q = modeSum M K := by
  obtain ⟨T, P, ω, hω, hTP, rfl, rfl⟩ := exists_normal_modes hM hK
  have hPT : Pᵀ * T = 1 := by simpa using congrArg transpose hTP
  refine ⟨P, T, hPT, ?_⟩
  have h1 : Pᵀ * (T * diagonal ω * Tᵀ) * P = diagonal ω := by
    calc _ = (Pᵀ * T) * diagonal ω * (Tᵀ * P) := by simp only [Matrix.mul_assoc]
      _ = _ := by rw [hPT, hTP, Matrix.one_mul, Matrix.mul_one]
  have h2 : Tᵀ * (P * diagonal ω * Pᵀ) * T = diagonal ω := by
    calc _ = (Tᵀ * P) * diagonal ω * (Pᵀ * T) := by simp only [Matrix.mul_assoc]
      _ = _ := by rw [hPT, hTP, Matrix.one_mul, Matrix.mul_one]
  rw [modeSum_normal_modes (fun i => (hω i).le) hTP, trialSum, h1, h2, trace_diagonal]
  ring

omit [Fintype n] [DecidableEq n] in
/-- A mixture of two positive definite matrices with weights `t` and `1 - t`, where
`0 ≤ t ≤ 1`, is positive definite. -/
theorem posDef_mix {A B : Matrix n n ℝ} (hA : A.PosDef) (hB : B.PosDef) {t : ℝ}
    (h0 : 0 ≤ t) (h1 : t ≤ 1) : (t • A + (1 - t) • B).PosDef := by
  rcases h0.eq_or_lt with rfl | h0
  · simpa using hB
  rcases h1.eq_or_lt with rfl | h1
  · simpa using hA
  exact (hA.smul h0).add (hB.smul (sub_pos.2 h1))

/-- Joint concavity: for positive definite pairs and `0 ≤ t ≤ 1`, the mode sum of the mixed
pair is at least the mixture of the two mode sums. -/
theorem modeSum_jointly_concave {M₁ K₁ M₂ K₂ : Matrix n n ℝ} (hM₁ : M₁.PosDef)
    (hK₁ : K₁.PosDef) (hM₂ : M₂.PosDef) (hK₂ : K₂.PosDef) {t : ℝ} (h0 : 0 ≤ t) (h1 : t ≤ 1) :
    t * modeSum M₁ K₁ + (1 - t) * modeSum M₂ K₂
      ≤ modeSum (t • M₁ + (1 - t) • M₂) (t • K₁ + (1 - t) • K₂) := by
  -- use the optimal coordinates of the mixture as trial coordinates for both pairs
  obtain ⟨R, Q, hRQ, hS⟩ :=
    exists_trialSum_eq (posDef_mix hM₁ hM₂ h0 h1) (posDef_mix hK₁ hK₂ h0 h1)
  have hlin : trialSum (t • M₁ + (1 - t) • M₂) (t • K₁ + (1 - t) • K₂) R Q
      = t * trialSum M₁ K₁ R Q + (1 - t) * trialSum M₂ K₂ R Q := by
    simp only [trialSum, Matrix.mul_add, Matrix.add_mul, Matrix.mul_smul, Matrix.smul_mul,
      trace_add, trace_smul, smul_eq_mul]
    ring
  rw [← hS, hlin]
  exact add_le_add
    (mul_le_mul_of_nonneg_left (modeSum_le_trialSum hM₁ hK₁ hRQ) h0)
    (mul_le_mul_of_nonneg_left (modeSum_le_trialSum hM₂ hK₂ hRQ) (sub_nonneg.2 h1))

/-- Half of the mode sum of `A - B` and `A + B` minus half of the trace of `A`. For positive
definite `A - B` and `A + B` this is the plasmon formula for the direct-RPA correlation energy. -/
def rpaCorrelation (A B : Matrix n n ℝ) : ℝ :=
  (modeSum (A - B) (A + B) - A.trace) / 2

/-- If `A - B` and `A + B` are positive definite, the RPA correlation energy is not positive. -/
theorem rpaCorrelation_nonpos {A B : Matrix n n ℝ} (hm : (A - B).PosDef)
    (hp : (A + B).PosDef) : rpaCorrelation A B ≤ 0 := by
  -- the untransformed coordinates serve as trial coordinates
  have h := modeSum_le_trialSum (R := 1) (Q := 1) hm hp (by simp)
  simp only [trialSum, transpose_one, Matrix.one_mul, Matrix.mul_one, trace_add,
    trace_sub] at h
  rw [rpaCorrelation]
  linarith

/-- The RPA correlation energy is jointly concave in `A` and `B` where `A - B` and `A + B`
are positive definite. -/
theorem rpaCorrelation_jointly_concave {A₁ B₁ A₂ B₂ : Matrix n n ℝ}
    (hm₁ : (A₁ - B₁).PosDef) (hp₁ : (A₁ + B₁).PosDef)
    (hm₂ : (A₂ - B₂).PosDef) (hp₂ : (A₂ + B₂).PosDef) {t : ℝ} (h0 : 0 ≤ t) (h1 : t ≤ 1) :
    t * rpaCorrelation A₁ B₁ + (1 - t) * rpaCorrelation A₂ B₂
      ≤ rpaCorrelation (t • A₁ + (1 - t) • A₂) (t • B₁ + (1 - t) • B₂) := by
  have h := modeSum_jointly_concave hm₁ hp₁ hm₂ hp₂ h0 h1
  have em : t • A₁ + (1 - t) • A₂ - (t • B₁ + (1 - t) • B₂)
      = t • (A₁ - B₁) + (1 - t) • (A₂ - B₂) := by module
  have ep : t • A₁ + (1 - t) • A₂ + (t • B₁ + (1 - t) • B₂)
      = t • (A₁ + B₁) + (1 - t) • (A₂ + B₂) := by module
  simp only [rpaCorrelation, em, ep, trace_add, trace_smul, smul_eq_mul]
  linarith

end

end RPAJointConcavity
```

```lean
#print axioms RPAJointConcavity.modeSum_jointly_concave
#print axioms RPAJointConcavity.rpaCorrelation_nonpos
#print axioms RPAJointConcavity.rpaCorrelation_jointly_concave
```

```
'RPAJointConcavity.modeSum_jointly_concave' depends on axioms: [propext, Classical.choice, Quot.sound]
'RPAJointConcavity.rpaCorrelation_nonpos' depends on axioms: [propext, Classical.choice, Quot.sound]
'RPAJointConcavity.rpaCorrelation_jointly_concave' depends on axioms: [propext, Classical.choice, Quot.sound]
```

## From the matrix algebra to the Lean proof

`exists_orthogonal_diagonal` is the spectral theorem with eigenvalues written as fourth powers, which lets `exists_normal_modes` build $C$, $T$ and $P$ without further roots. Its `calc` blocks are the three identities for $T$ and $P$ above.

`modeSum_normal_modes` uses `Matrix.charpoly_mul_comm` to move $P$ around the product, leaving the characteristic polynomial of $W^2$, whose roots are read off.

In `modeSum_le_trialSum`, `htr` expands the traces mode by mode. The matrices $a$ and $b$ are called `A` and `B` there, unrelated to the RPA matrices. Steps `h1` to `h4` are the completed square, and the last line multiplies the resulting bound by $\omega_i$. `exists_trialSum_eq` supplies the minimiser $R=P$, $Q=T$.

`posDef_mix` treats $t=0$ and $t=1$ separately, then adds two positive definite matrices. In the main theorem, `hlin` is the linearity of $\tau$, and the last step adds the two weighted bounds. The RPA theorems insert identity trial matrices and rearrange the mixtures of $A\pm B$.

The same argument gives monotonicity, which I offer only as an informal consequence. If $M'-M$ and $K'-K$ are positive semidefinite, evaluate $\tau(M,K;R,Q)$ at the optimal coordinates of $(M',K')$: it is at most $S(M',K')$, so $S(M,K)\le S(M',K')$. Stiffening the springs or lightening the masses cannot lower the frequency sum.
